# A density-displacement Hohenberg-Kohn theorem for finite lattices, under a linear-independence condition

## When two sets of fields look the same

Suppose two different sets of site potentials and photon drives produced the same ground-state densities and photon displacements. Those observables could then not label the external fields, and reconstructing the fields from them would have several answers. For finite lattice models with truncated photon modes, a fixed internal Hamiltonian and a fixed particle number, the theorem below excludes this, up to a constant shift of the site potentials, if the ground vector satisfies an independence condition. In quantum-electrodynamical density functional theory, a result of this kind lets densities and displacements label the external fields, up to that shift, wherever the condition holds.

## Fields, ground vectors and independence

Let H₀ and the A_k be Hermitian matrices, let the fields v_k be real, and set

H(v) = H₀ + Σ_k v_k A_k.

A ground vector is a unit vector that minimises the energy expectation among unit vectors. Degeneracy is allowed.

Let ψ be a ground vector of H(v) and φ one of H(w), with equal expectations of every A_k. Then:

- Each is a ground vector of both Hamiltonians.
- If ψ and all the A_kψ are linearly independent over the reals, v = w.

The independence condition says that no nontrivial real combination of the coupled operators acts on ψ as a mere number. A field change along such a combination would leave ψ an eigenvector.

Site densities ρ_0, …, ρ_m violate this condition, because they sum to the particle number N. The lattice theorem therefore asks for independence only of ψ, the ρ_iψ with i ≥ 1, and the q_aψ, where the q_a are the displacements with drives j_a. It concludes that v_i − w_i is the same at every site and that j = j'.

## From equal expectations to equal fields

**Shared ground vectors.** The A_k terms contribute equally to the energies of ψ and φ. Minimality of ψ for v and of φ for w therefore gives

⟨ψ|H₀|ψ⟩ ≤ ⟨φ|H₀|φ⟩ and ⟨φ|H₀|φ⟩ ≤ ⟨ψ|H₀|ψ⟩.

These are equal, so ψ and φ have the same energy in H(v), and likewise in H(w). Each minimises both.

**The eigenvalue equation.** Let H be either Hamiltonian and E = ⟨ψ|H|ψ⟩. Normalising a nonzero trial vector x gives E‖x‖² ≤ ⟨x|H|x⟩, which is trivial for x = 0. Put r = Hψ − Eψ, S = ‖r‖² and b = ⟨r|H|r⟩ − ES ≥ 0. For x = ψ + tr with t real,

⟨x|H|x⟩ = E + 2t Re⟨r|Hψ⟩ + t²⟨r|H|r⟩,

‖x‖² = 1 + 2t Re⟨r|ψ⟩ + t²S.

Since Re⟨r|Hψ⟩ − E Re⟨r|ψ⟩ = S, the bound becomes

0 ≤ 2tS + t²b.

At t = −S/(b + 1) the right side is −S²(b + 2)/(b + 1)², so S = 0 and Hψ = Eψ.

**Subtraction.** With E_v and E_w the energies of ψ in the two Hamiltonians,

Σ_k (v_k − w_k) A_kψ = (E_v − E_w)ψ.

Independence makes every coefficient vanish, so v = w.

**The lattice case.** Write δ_i = v_i − w_i and e = E_v − E_w. Substituting ρ_0ψ = Nψ − Σ_{i≥1} ρ_iψ gives

Σ_{i≥1} (δ_i − δ_0) ρ_iψ + Σ_a (j_a − j'_a) q_aψ = (e − δ_0N)ψ.

The reduced independence condition gives δ_i = δ_0 and j = j'.

## A dimer worked by hand

Take one electron on two sites and a mode with zero or one photon. Order the basis as site 0 and site 1 with no photon, then site 0 and site 1 with one photon. The state ψ = (3/5, 4/5, 0, 0) has no photon. At zero external fields, the energy ⟨φ|H₀|φ⟩ of a vector φ is

|4φ_0 − 3φ_1|² + |4φ_2 − 3φ_3|² + |φ_2|² + |φ_3|².

It is never negative and vanishes at ψ, so ψ is a ground vector. Its densities are 9/25 and 16/25, and its displacement is 0. The vectors ψ, ρ_1ψ = (0, 4/5, 0, 0) and qψ = (0, 0, 3/5, 4/5) are independent. Any other fields with a ground vector showing these values must therefore have equal site potentials and zero drive. This H₀ contains no electron-photon interaction, though the theorem permits one.

## An empty site hides its potential

Without independence the conclusion can fail. Put one electron on two sites with H₀ = 0, hence no hopping, and no photon mode. The potentials (0, 1) and (0, 2) share the ground vector (1, 0) and its densities, yet they don't differ by a constant. Here ρ_1ψ = 0.

## The Lean file

```lean
import Mathlib

open Matrix

namespace DensityDisplacementHohenbergKohn

noncomputable section

variable {d κ : Type*} [Fintype d] [Fintype κ]

/-- The real part of the expectation value of the matrix `H` in the vector `x`. -/
def expect (H : Matrix d d ℂ) (x : d → ℂ) : ℝ := (star x ⬝ᵥ H *ᵥ x).re

/-- A ground vector is a unit vector whose energy expectation is minimal among unit vectors. -/
def IsGround (H : Matrix d d ℂ) (ψ : d → ℂ) : Prop :=
  ∑ i, ‖ψ i‖ ^ 2 = 1 ∧ ∀ φ : d → ℂ, ∑ i, ‖φ i‖ ^ 2 = 1 → expect H ψ ≤ expect H φ

/-- The Hamiltonian `H₀ + ∑ v k A k` with real external fields `v k` coupled to `A k`. -/
def ham (H₀ : Matrix d d ℂ) (A : κ → Matrix d d ℂ) (v : κ → ℝ) : Matrix d d ℂ :=
  H₀ + ∑ k, v k • A k

/-- The vector `ψ` and all the vectors `A k ψ` are linearly independent over the reals. -/
def Responsive (A : κ → Matrix d d ℂ) (ψ : d → ℂ) : Prop :=
  LinearIndependent ℝ (fun o : Option κ => o.elim ψ (fun k => A k *ᵥ ψ))

/-- The energy expectation is an affine function of the external fields. -/
theorem expect_ham (H₀ : Matrix d d ℂ) (A : κ → Matrix d d ℂ) (v : κ → ℝ) (x : d → ℂ) :
    expect (ham H₀ A v) x = expect H₀ x + ∑ k, v k * expect (A k) x := by
  classical
  have h : ∀ s : Finset κ,
      expect (∑ k ∈ s, v k • A k) x = ∑ k ∈ s, v k * expect (A k) x := by
    intro s
    induction s using Finset.induction_on with
    | empty => simp [expect]
    | insert a s ha ih =>
      rw [Finset.sum_insert ha, Finset.sum_insert ha, ← ih]
      simp only [expect, add_mulVec, smul_mulVec, dotProduct_add, dotProduct_smul,
        Complex.add_re, Complex.smul_re, smul_eq_mul]
  rw [← h]
  simp only [expect, ham, add_mulVec, dotProduct_add, Complex.add_re]

/-- The expectation of the identity is the squared norm of the vector. -/
theorem expect_one [DecidableEq d] (x : d → ℂ) :
    expect (1 : Matrix d d ℂ) x = ∑ i, ‖x i‖ ^ 2 := by
  simp [expect, dotProduct, Complex.sq_norm, Complex.normSq_apply]

/-- Expectation of a Hermitian matrix in a vector displaced by `t` along `r`. -/
theorem expect_add_smul {H : Matrix d d ℂ} (hH : H.IsHermitian) (x r : d → ℂ) (t : ℝ) :
    expect H (x + t • r)
      = expect H x + 2 * t * (star r ⬝ᵥ H *ᵥ x).re + t ^ 2 * expect H r := by
  have hs : (star x ⬝ᵥ H *ᵥ r).re = (star r ⬝ᵥ H *ᵥ x).re := by
    rw [star_dotProduct x (H *ᵥ r), star_mulVec, hH.eq, ← dotProduct_mulVec]
    simp
  simp only [expect, mulVec_add, mulVec_smul, star_add, star_smul, star_trivial,
    add_dotProduct, smul_dotProduct, dotProduct_add, dotProduct_smul,
    Complex.add_re, Complex.smul_re, smul_eq_mul]
  linear_combination t * hs

/-- The ground-state energy times the squared norm bounds the energy expectation of any vector
from below. -/
theorem energy_bound {H : Matrix d d ℂ} {ψ : d → ℂ} (hg : IsGround H ψ) (x : d → ℂ) :
    expect H ψ * ∑ i, ‖x i‖ ^ 2 ≤ expect H x := by
  have h0 : 0 ≤ ∑ i, ‖x i‖ ^ 2 := Finset.sum_nonneg fun i _ => sq_nonneg _
  rcases h0.eq_or_lt with hS | hS
  · have hx : x = 0 := by
      funext i
      have := (Finset.sum_eq_zero_iff_of_nonneg (fun i _ => sq_nonneg ‖x i‖)).1 hS.symm i
        (Finset.mem_univ i)
      simpa using this
    simp [hx, expect]
  · -- normalise the trial vector
    have hc : ((√(∑ i, ‖x i‖ ^ 2))⁻¹) ^ 2 = (∑ i, ‖x i‖ ^ 2)⁻¹ := by
      rw [inv_pow, Real.sq_sqrt hS.le]
    have hn : ∀ c : ℝ, ∑ i, ‖(c • x) i‖ ^ 2 = c ^ 2 * ∑ i, ‖x i‖ ^ 2 := by
      intro c
      simp only [Pi.smul_apply, norm_smul, mul_pow, Real.norm_eq_abs, sq_abs, Finset.mul_sum]
    have he : ∀ c : ℝ, expect H (c • x) = c ^ 2 * expect H x := by
      intro c
      simp only [expect, mulVec_smul, star_smul, star_trivial, smul_dotProduct,
        dotProduct_smul, Complex.smul_re, smul_eq_mul]
      ring
    have h := hg.2 ((√(∑ i, ‖x i‖ ^ 2))⁻¹ • x) (by rw [hn, hc, inv_mul_cancel₀ hS.ne'])
    rw [he, hc] at h
    have h2 := mul_le_mul_of_nonneg_right h hS.le
    rwa [mul_right_comm, inv_mul_cancel₀ hS.ne', one_mul] at h2

/-- A ground vector of a Hermitian matrix satisfies the stationary Schrödinger equation. -/
theorem ground_eigen {H : Matrix d d ℂ} (hH : H.IsHermitian) {ψ : d → ℂ}
    (hg : IsGround H ψ) : H *ᵥ ψ = expect H ψ • ψ := by
  classical
  have hy : ∀ y : d → ℂ, (star y ⬝ᵥ (H *ᵥ ψ - expect H ψ • ψ)).re
      = (star y ⬝ᵥ H *ᵥ ψ).re - expect H ψ * (star y ⬝ᵥ ψ).re := by
    intro y
    simp only [dotProduct_sub, dotProduct_smul, Complex.sub_re, Complex.smul_re, smul_eq_mul]
  obtain ⟨r, hr⟩ : ∃ r, r = H *ᵥ ψ - expect H ψ • ψ := ⟨_, rfl⟩
  rw [← hr] at hy
  have hS : ∑ i, ‖r i‖ ^ 2 = (star r ⬝ᵥ H *ᵥ ψ).re - expect H ψ * (star r ⬝ᵥ ψ).re := by
    rw [← hy r, ← expect_one, expect, one_mulVec]
  -- vary the state along its residual
  have key : ∀ t : ℝ, 0 ≤ 2 * t * (∑ i, ‖r i‖ ^ 2)
      + t ^ 2 * (expect H r - expect H ψ * ∑ i, ‖r i‖ ^ 2) := by
    intro t
    have h1 := energy_bound hg (ψ + t • r)
    rw [← expect_one, expect_add_smul hH, expect_add_smul isHermitian_one, expect_one,
      expect_one, hg.1, one_mulVec] at h1
    have h2 : 2 * t * (∑ i, ‖r i‖ ^ 2)
        = 2 * t * ((star r ⬝ᵥ H *ᵥ ψ).re - expect H ψ * (star r ⬝ᵥ ψ).re) := by
      rw [hS]
    linarith
  have hb := sub_nonneg.2 (energy_bound hg r)
  have h0 : 0 ≤ ∑ i, ‖r i‖ ^ 2 := Finset.sum_nonneg fun i _ => sq_nonneg _
  have hz : ∑ i, ‖r i‖ ^ 2 = 0 := by
    generalize expect H r - expect H ψ * ∑ i, ‖r i‖ ^ 2 = b at key hb
    generalize ∑ i, ‖r i‖ ^ 2 = S at key h0
    by_contra hne
    have hpos : 0 < S := lt_of_le_of_ne h0 (Ne.symm hne)
    have hb1 : b + 1 ≠ 0 := by positivity
    have h := key (-S / (b + 1))
    have e : 2 * (-S / (b + 1)) * S + (-S / (b + 1)) ^ 2 * b
        = -(S ^ 2 * (b + 2) / (b + 1) ^ 2) := by
      field_simp
      ring
    have hp : 0 < S ^ 2 * (b + 2) / (b + 1) ^ 2 := by positivity
    linarith
  have hr0 : r = 0 := by
    funext i
    have := (Finset.sum_eq_zero_iff_of_nonneg (fun i _ => sq_nonneg ‖r i‖)).1 hz i
      (Finset.mem_univ i)
    simpa using this
  exact sub_eq_zero.1 (hr.symm.trans hr0)

/-- If ground vectors for the fields `v` and `w` have equal expectations of every `A k`, each is
also a ground vector for the other field. -/
theorem shared_ground {H₀ : Matrix d d ℂ} {A : κ → Matrix d d ℂ} {v w : κ → ℝ} {ψ φ : d → ℂ}
    (hψ : IsGround (ham H₀ A v) ψ) (hφ : IsGround (ham H₀ A w) φ)
    (h : ∀ k, expect (A k) ψ = expect (A k) φ) :
    IsGround (ham H₀ A w) ψ ∧ IsGround (ham H₀ A v) φ := by
  have hs : ∀ u : κ → ℝ, ∑ k, u k * expect (A k) ψ = ∑ k, u k * expect (A k) φ := by
    intro u
    simp only [h]
  have h1 := hψ.2 φ hφ.1
  have h2 := hφ.2 ψ hψ.1
  have a1 := expect_ham H₀ A v ψ
  have a2 := expect_ham H₀ A v φ
  have a3 := expect_ham H₀ A w ψ
  have a4 := expect_ham H₀ A w φ
  have s1 := hs v
  have s2 := hs w
  exact ⟨⟨hψ.1, fun χ hχ => by linarith [hφ.2 χ hχ]⟩,
    ⟨hφ.1, fun χ hχ => by linarith [hψ.2 χ hχ]⟩⟩

/-- If `ψ` is a ground vector for both `v` and `w`, the difference of the two couplings acts on
`ψ` as multiplication by the difference of the two energies. -/
theorem field_difference {H₀ : Matrix d d ℂ} {A : κ → Matrix d d ℂ} (h₀ : H₀.IsHermitian)
    (hA : ∀ k, (A k).IsHermitian) {v w : κ → ℝ} {ψ : d → ℂ}
    (hv : IsGround (ham H₀ A v) ψ) (hw : IsGround (ham H₀ A w) ψ) :
    ∑ k, (v k - w k) • (A k *ᵥ ψ)
      = (expect (ham H₀ A v) ψ - expect (ham H₀ A w) ψ) • ψ := by
  have hH : ∀ u : κ → ℝ, (ham H₀ A u).IsHermitian := by
    intro u
    change (H₀ + ∑ k, u k • A k)ᴴ = H₀ + ∑ k, u k • A k
    simp only [conjTranspose_add, conjTranspose_sum, conjTranspose_smul, star_trivial,
      h₀.eq, fun k => (hA k).eq]
  have mv : ∀ u : κ → ℝ, ham H₀ A u *ᵥ ψ = H₀ *ᵥ ψ + ∑ k, u k • (A k *ᵥ ψ) := by
    intro u
    have hs : (∑ k, u k • A k) *ᵥ ψ = ∑ k, (u k • A k) *ᵥ ψ :=
      map_sum (mulVec.addMonoidHomLeft ψ) _ _
    rw [ham, add_mulVec, hs]
    simp only [smul_mulVec]
  -- subtract the two Schrödinger equations
  rw [sub_smul, ← ground_eigen (hH v) hv, ← ground_eigen (hH w) hw, mv v, mv w]
  simp only [sub_smul, Finset.sum_sub_distrib]
  abel

/-- Hohenberg-Kohn theorem for general couplings: if ground vectors for `v` and `w` have equal
expectations of every `A k`, and `ψ` and all `A k ψ` are linearly independent, then `v = w`. -/
theorem hohenberg_kohn {H₀ : Matrix d d ℂ} {A : κ → Matrix d d ℂ} (h₀ : H₀.IsHermitian)
    (hA : ∀ k, (A k).IsHermitian) {v w : κ → ℝ} {ψ φ : d → ℂ}
    (hψ : IsGround (ham H₀ A v) ψ) (hφ : IsGround (ham H₀ A w) φ)
    (h : ∀ k, expect (A k) ψ = expect (A k) φ) (hind : Responsive A ψ) : v = w := by
  have rel := field_difference h₀ hA hψ (shared_ground hψ hφ h).1
  have hz := Fintype.linearIndependent_iff.1 hind
    (fun o => o.elim (-(expect (ham H₀ A v) ψ - expect (ham H₀ A w) ψ)) (fun k => v k - w k))
    (by
      rw [Fintype.sum_option]
      simp only [Option.elim]
      rw [rel, neg_smul, neg_add_cancel])
  funext k
  exact sub_eq_zero.1 (hz (some k))

/-- Density-displacement Hohenberg-Kohn theorem on a lattice: when the site densities `ρ i` sum to
`N`, equal densities and displacements fix the site potentials up to a constant and the photon
drives `j` exactly, given independence with site `0` left out. -/
theorem density_displacement [DecidableEq d] {m : ℕ} {H₀ : Matrix d d ℂ}
    {ρ : Fin (m + 1) → Matrix d d ℂ} {q : κ → Matrix d d ℂ} (h₀ : H₀.IsHermitian)
    (hρ : ∀ i, (ρ i).IsHermitian) (hq : ∀ a, (q a).IsHermitian)
    {N : ℝ} (hN : ∑ i, ρ i = N • (1 : Matrix d d ℂ))
    {v w : Fin (m + 1) → ℝ} {j j' : κ → ℝ} {ψ φ : d → ℂ}
    (hψ : IsGround (ham H₀ (Sum.elim ρ q) (Sum.elim v j)) ψ)
    (hφ : IsGround (ham H₀ (Sum.elim ρ q) (Sum.elim w j')) φ)
    (hdens : ∀ i, expect (ρ i) ψ = expect (ρ i) φ)
    (hdisp : ∀ a, expect (q a) ψ = expect (q a) φ)
    (hind : Responsive (Sum.elim (fun i : Fin m => ρ i.succ) q) ψ) :
    (∀ i, v i - w i = v 0 - w 0) ∧ j = j' := by
  have hboth := (shared_ground hψ hφ (by rintro (i | a); exacts [hdens i, hdisp a])).1
  have rel := field_difference h₀ (by rintro (i | a); exacts [hρ i, hq a]) hψ hboth
  generalize expect (ham H₀ (Sum.elim ρ q) (Sum.elim v j)) ψ
    - expect (ham H₀ (Sum.elim ρ q) (Sum.elim w j')) ψ = e at rel
  simp only [Fintype.sum_sum_type, Sum.elim_inl, Sum.elim_inr] at rel
  rw [Fin.sum_univ_succ] at rel
  -- the particle-number sum rule removes the reference site
  have sm : (∑ i, ρ i) *ᵥ ψ = ∑ i, ρ i *ᵥ ψ := map_sum (mulVec.addMonoidHomLeft ψ) _ _
  rw [hN, smul_mulVec, one_mulVec, Fin.sum_univ_succ] at sm
  have hs : ∑ i : Fin m, ((v i.succ - w i.succ) - (v 0 - w 0)) • (ρ i.succ *ᵥ ψ)
      = ∑ i : Fin m, (v i.succ - w i.succ) • (ρ i.succ *ᵥ ψ)
        - (v 0 - w 0) • ∑ i : Fin m, ρ i.succ *ᵥ ψ := by
    rw [Finset.smul_sum, ← Finset.sum_sub_distrib]
    exact Finset.sum_congr rfl fun i _ => sub_smul _ _ _
  have hz := Fintype.linearIndependent_iff.1 hind
    (fun o => o.elim (-(e - (v 0 - w 0) * N))
      (Sum.elim (fun i => (v i.succ - w i.succ) - (v 0 - w 0)) (fun a => j a - j' a)))
    (by
      rw [Fintype.sum_option]
      simp only [Option.elim, Fintype.sum_sum_type, Sum.elim_inl, Sum.elim_inr]
      rw [hs]
      linear_combination (norm := module) rel + (v 0 - w 0) • sm)
  refine ⟨fun i => ?_, funext fun a => sub_eq_zero.1 (hz (some (Sum.inr a)))⟩
  refine Fin.cases rfl (fun i => ?_) i
  exact sub_eq_zero.1 (hz (some (Sum.inl i)))

/-- Hamiltonian of one electron on two sites and a mode with zero or one photon, in the basis
(site 0, no photon), (site 1, no photon), (site 0, one photon), (site 1, one photon). -/
def dimerH : Matrix (Fin 4) (Fin 4) ℂ :=
  !![16, -12, 0, 0; -12, 9, 0, 0; 0, 0, 17, -12; 0, 0, -12, 10]

/-- The two site densities of the dimer. -/
def dimerN : Fin 2 → Matrix (Fin 4) (Fin 4) ℂ :=
  ![!![1, 0, 0, 0; 0, 0, 0, 0; 0, 0, 1, 0; 0, 0, 0, 0],
    !![0, 0, 0, 0; 0, 1, 0, 0; 0, 0, 0, 0; 0, 0, 0, 1]]

/-- The photon displacement, which exchanges zero and one photon. -/
def dimerQ : Fin 1 → Matrix (Fin 4) (Fin 4) ℂ :=
  fun _ => !![0, 0, 1, 0; 0, 0, 0, 1; 1, 0, 0, 0; 0, 1, 0, 0]

/-- An electron shared between the two sites, with no photon. -/
def dimerState : Fin 4 → ℂ := ![3 / 5, 4 / 5, 0, 0]

/-- The dimer with one photon mode meets the conditions of the density-displacement theorem at
zero external fields. -/
theorem density_displacement_witness :
    dimerH.IsHermitian ∧ (∀ i, (dimerN i).IsHermitian) ∧ (∀ a, (dimerQ a).IsHermitian) ∧
    ∑ i, dimerN i = (1 : ℝ) • (1 : Matrix (Fin 4) (Fin 4) ℂ) ∧
    IsGround (ham dimerH (Sum.elim dimerN dimerQ) (Sum.elim 0 0)) dimerState ∧
    Responsive (Sum.elim (fun i : Fin 1 => dimerN i.succ) dimerQ) dimerState := by
  refine ⟨?_, ?_, ?_, ?_, ?_, ?_⟩
  · ext i j
    fin_cases i <;> fin_cases j <;> simp [dimerH]
  · intro k
    ext i j
    fin_cases k <;> fin_cases i <;> fin_cases j <;> simp [dimerN]
  · intro k
    ext i j
    fin_cases i <;> fin_cases j <;> simp [dimerQ]
  · ext i j
    fin_cases i <;> fin_cases j <;> simp [dimerN, Fin.sum_univ_two]
  · have hh : ham dimerH (Sum.elim dimerN dimerQ) (Sum.elim 0 0) = dimerH := by
      simp [ham]
    rw [hh]
    refine ⟨by simp [dimerState, Fin.sum_univ_four]; norm_num, fun φ _ => ?_⟩
    have h0 : expect dimerH dimerState = 0 := by
      simp [expect, dimerH, dimerState, mulVec, dotProduct, Fin.sum_univ_four]
      try norm_num
    rw [h0]
    -- the energy is a sum of squares
    simp [expect, dimerH, mulVec, dotProduct, Fin.sum_univ_four]
    nlinarith [sq_nonneg (4 * (φ 0).re - 3 * (φ 1).re), sq_nonneg (4 * (φ 0).im - 3 * (φ 1).im),
      sq_nonneg (4 * (φ 2).re - 3 * (φ 3).re), sq_nonneg (4 * (φ 2).im - 3 * (φ 3).im),
      sq_nonneg (φ 2).re, sq_nonneg (φ 2).im, sq_nonneg (φ 3).re, sq_nonneg (φ 3).im]
  · refine Fintype.linearIndependent_iff.2 fun g hg => ?_
    have h0 := congrArg Complex.re (congrFun hg 0)
    have h1 := congrArg Complex.re (congrFun hg 1)
    have h2 := congrArg Complex.re (congrFun hg 2)
    simp [Fintype.sum_option, Fintype.sum_sum_type, dimerN, dimerQ, dimerState, mulVec,
      dotProduct, Fin.sum_univ_four] at h0 h1 h2
    rintro (_ | (i | a))
    · linarith
    · obtain rfl : i = 0 := Subsingleton.elim _ _
      linarith
    · obtain rfl : a = 0 := Subsingleton.elim _ _
      linarith

end

end DensityDisplacementHohenbergKohn
```

```lean
#print axioms DensityDisplacementHohenbergKohn.hohenberg_kohn
#print axioms DensityDisplacementHohenbergKohn.density_displacement
```

```
'DensityDisplacementHohenbergKohn.hohenberg_kohn' depends on axioms: [propext, Classical.choice, Quot.sound]
'DensityDisplacementHohenbergKohn.density_displacement' depends on axioms: [propext, Classical.choice, Quot.sound]
```

## Reading the statements and the proof

Vectors are functions `d → ℂ` on a finite basis, `expect` is the real part of ⟨x|H|x⟩, and `ham` is H(v). `IsGround` asks for unit norm and minimality; the eigenvalue equation is proved, not assumed. `Responsive` is the independence condition, with `Option κ` adding ψ to the list of A_kψ. In `density_displacement`, `Sum.elim` joins densities and displacements, and `ρ i.succ` runs over the sites other than 0.

The matrices `ρ` and `q` need only be Hermitian, with the sum rule `hN` for `ρ`. Independence is assumed, not derived from a particular Hamiltonian. Untruncated photon modes, continuous space and the question of which densities can occur are not covered.

`expect_ham` proves that the energy is affine in the fields, by induction over the couplings. From this, `shared_ground` combines the two minimality inequalities with `linarith`. `energy_bound` does the normalisation. `expect_add_smul` expands the displaced energy and, with `expect_one`, the displaced norm. `ground_eigen` then inserts the t chosen above.

`field_difference` subtracts the eigenvalue equations, and `hohenberg_kohn` reads off the zero coefficients. In `density_displacement`, `linear_combination` adds δ_0 times the sum rule to eliminate site 0. `density_displacement_witness` checks the dimer's conditions, using the sum of squares for minimality and vector components for independence.
